# Boltzmann defects of both charge signs fix a unique, differentiable Fermi level for every dopant charge

A crystal contains charged defects and a fixed dopant charge D, and its Fermi level μ must settle where the total charge vanishes. Here μ is an energy, β = 1/(k_B T), and defect i carries charge q_i in units of the elementary charge. D is a charge density in the same units, positive for ionised donors. The formation energy of defect i rises as q_i μ, so positive defects become rarer as μ rises. The prefactor c_i is the concentration at μ = 0; it contains the site density and the formation energy there.

In Lean 4 with Mathlib:

```lean
import Mathlib

open Finset

namespace FermiLevelBuffering

noncomputable section

variable {ι : Type*} [Fintype ι]
```

The type `ι` labels the defects, and there are finitely many of them.

```lean
/-- Concentration `c_i exp(-β q_i μ)` of defect `i` with charge `q_i` at Fermi level `μ`. -/
def conc (c q : ι → ℝ) (β : ℝ) (i : ι) (μ : ℝ) : ℝ :=
  c i * Real.exp (-(β * q i * μ))
```

This is the Boltzmann law for dilute, non-interacting defects:

C_i(μ) = c_i exp(−β q_i μ).

That real concentrations follow it, with c_i independent of μ and D, is a physical assumption built into the definition, not something proved here. Electrons and holes can be included as charges −1 and +1 if they are non-degenerate.

```lean
/-- Net charge `∑ q_i C_i(μ)` carried by all defects at Fermi level `μ`. -/
def netCharge (c q : ι → ℝ) (β μ : ℝ) : ℝ :=
  ∑ i, q i * conc c q β i μ
```

The defects together carry the charge

Q(μ) = Σ q_i C_i(μ).

Charges may be any real numbers, including zero.

```lean
/-- Buffer capacity `β ∑ q_i² C_i(μ)` of the defects at Fermi level `μ`. -/
def bufferCapacity (c q : ι → ℝ) (β μ : ℝ) : ℝ :=
  β * ∑ i, q i ^ 2 * conc c q β i μ
```

The buffer capacity is

B(μ) = β Σ q_i² C_i(μ).

It measures how much charge the defects take up per unit shift of the Fermi level.

## The charge falls as the Fermi level rises

```lean
/-- The derivative of the net defect charge with respect to the Fermi level is minus the
buffer capacity. -/
theorem hasDerivAt_netCharge (c q : ι → ℝ) (β μ : ℝ) :
    HasDerivAt (netCharge c q β) (-bufferCapacity c q β μ) μ := by
  have h : ∀ i, HasDerivAt (fun m => q i * conc c q β i m)
      (-(β * (q i ^ 2 * conc c q β i μ))) μ := by
    intro i
    have h1 : HasDerivAt (fun m : ℝ => -(β * q i * m)) (-(β * q i)) μ :=
      ((hasDerivAt_id' μ).const_mul (β * q i)).fun_neg.congr_deriv (by ring)
    exact ((h1.exp.const_mul (c i)).const_mul (q i)).congr_deriv
      (by simp only [conc]; ring)
  have hs := HasDerivAt.fun_sum (u := Finset.univ) (fun i _ => h i)
  exact hs.congr_deriv (by
    unfold bufferCapacity
    rw [Finset.mul_sum, Finset.sum_neg_distrib])
```

`HasDerivAt f a x` says that f is differentiable at x with derivative a. For one defect,

d/dμ [q_i c_i exp(−β q_i μ)] = −β q_i² C_i(μ).

This is `h` in the proof. Summing over i gives Q′(μ) = −B(μ).

```lean
/-- With positive `β` and positive prefactors, the buffer capacity is positive as soon as one
defect is charged. -/
theorem bufferCapacity_pos {c q : ι → ℝ} {β : ℝ} (hβ : 0 < β) (hc : ∀ i, 0 < c i)
    (hq : ∃ i, q i ≠ 0) (μ : ℝ) : 0 < bufferCapacity c q β μ := by
  obtain ⟨j, hj⟩ := hq
  have hC : ∀ i, 0 < conc c q β i μ := fun i => mul_pos (hc i) (Real.exp_pos _)
  exact mul_pos hβ (Finset.sum_pos' (fun i _ => mul_nonneg (sq_nonneg _) (hC i).le)
    ⟨j, Finset.mem_univ j, mul_pos (pow_pos (abs_pos.mpr hj) 2 |>.trans_eq (sq_abs _)) (hC j)⟩)
```

Take β > 0 and all c_i > 0. Every term q_i² C_i is then non-negative, and the term of a charged defect is positive, so B(μ) > 0.

## The charge reaches every value

```lean
/-- For positive `β` and prefactors, lowering the Fermi level from `0` to `-t` with `t ≥ 0` raises
the net charge by at least `β c_j q_j² t`, for any positively charged defect `j`. -/
theorem netCharge_lower_bound {c q : ι → ℝ} {β t : ℝ} (hβ : 0 < β) (hc : ∀ i, 0 < c i)
    (ht : 0 ≤ t) {j : ι} (hj : 0 < q j) :
    netCharge c q β 0 + β * c j * q j ^ 2 * t ≤ netCharge c q β (-t) := by
  have h : ∀ i, q i * conc c q β i (-t) - q i * conc c q β i 0
      = c i * (q i * (Real.exp (β * q i * t) - 1)) := by
    intro i
    simp only [conc]
    rw [show -(β * q i * -t) = β * q i * t by ring, show -(β * q i * 0) = 0 by ring,
      Real.exp_zero]
    ring
  -- every defect, of either sign, contributes a non-negative change
  have hterm : ∀ i, 0 ≤ q i * conc c q β i (-t) - q i * conc c q β i 0 := by
    intro i
    rw [h i]
    apply mul_nonneg (hc i).le
    rcases le_total 0 (q i) with hq | hq
    · have h1 := Real.add_one_le_exp (β * q i * t)
      have h2 : 0 ≤ β * q i * t := mul_nonneg (mul_nonneg hβ.le hq) ht
      exact mul_nonneg hq (by linarith)
    · have h2 := mul_nonneg (mul_nonneg hβ.le (neg_nonneg.mpr hq)) ht
      have h3 : Real.exp (β * q i * t) ≤ 1 := Real.exp_le_one_iff.mpr (by linarith)
      nlinarith [mul_nonneg (neg_nonneg.mpr hq) (sub_nonneg.mpr h3)]
  have hs : q j * conc c q β j (-t) - q j * conc c q β j 0
      ≤ ∑ i, (q i * conc c q β i (-t) - q i * conc c q β i 0) :=
    Finset.single_le_sum (f := fun i => q i * conc c q β i (-t) - q i * conc c q β i 0)
      (fun i _ => hterm i) (Finset.mem_univ j)
  rw [Finset.sum_sub_distrib, h j] at hs
  -- the contribution of defect `j` is at least linear in `t`
  have h1 := Real.add_one_le_exp (β * q j * t)
  have h2 : c j * (q j * (β * q j * t)) ≤ c j * (q j * (Real.exp (β * q j * t) - 1)) :=
    mul_le_mul_of_nonneg_left (mul_le_mul_of_nonneg_left (by linarith) hj.le) (hc j).le
  unfold netCharge
  linarith
```

Lower the Fermi level from 0 to −t, with t ≥ 0. The charge changes by

Q(−t) − Q(0) = Σ c_i q_i (exp(β q_i t) − 1).

The bracket is never opposite in sign to q_i, so no term is negative (`hterm`). The sum is therefore at least the term of a positive defect j. Since exp(x) − 1 ≥ x,

Q(−t) − Q(0) ≥ β c_j q_j² t.

```lean
/-- For positive `β` and prefactors, a positively charged defect lets the net charge reach or
exceed any prescribed value `y`. -/
theorem exists_le_netCharge {c q : ι → ℝ} {β : ℝ} (hβ : 0 < β) (hc : ∀ i, 0 < c i)
    (hq : ∃ i, 0 < q i) (y : ℝ) : ∃ m, y ≤ netCharge c q β m := by
  obtain ⟨j, hj⟩ := hq
  have hK : 0 < β * c j * q j ^ 2 := mul_pos (mul_pos hβ (hc j)) (pow_pos hj 2)
  have hb := netCharge_lower_bound (t := |y - netCharge c q β 0| / (β * c j * q j ^ 2))
    hβ hc (div_nonneg (abs_nonneg _) hK.le) hj
  rw [mul_div_cancel₀ _ hK.ne'] at hb
  exact ⟨_, by linarith [le_abs_self (y - netCharge c q β 0)]⟩
```

To reach a target y, set K = β c_j q_j² and t = |y − Q(0)|/K. Then

Q(−t) ≥ Q(0) + |y − Q(0)| ≥ y.

```lean
/-- Reversing all defect charges and the Fermi level reverses the net charge. -/
theorem netCharge_neg (c q : ι → ℝ) (β m : ℝ) :
    netCharge c (fun i => -q i) β m = -netCharge c q β (-m) := by
  simp only [netCharge, conc]
  rw [← Finset.sum_neg_distrib]
  refine Finset.sum_congr rfl fun i _ => ?_
  rw [show -(β * -q i * m) = -(β * q i * -m) by ring]
  ring
```

With all charges reversed, the net charge at m is

Σ (−q_i) c_i exp(β q_i m) = −Q(−m).

A positive defect lets Q reach or exceed any prescribed value. Applied to the reversed charges, the same result shows that a negative defect lets Q fall to or below any prescribed value.

## One root, and its response to doping

```lean
/-- Fermi-level buffering: for positive `β` and prefactors and defect charges of both signs, each
dopant charge `D` fixes exactly one neutral Fermi level `μ D`, and `μ` has derivative
`1 / (β ∑ q_i² C_i(μ D))` at `D`. -/
theorem fermi_level_buffering {c q : ι → ℝ} {β : ℝ} (hβ : 0 < β) (hc : ∀ i, 0 < c i)
    (hpos : ∃ i, 0 < q i) (hneg : ∃ i, q i < 0) :
    ∃ μ : ℝ → ℝ, (∀ D m, netCharge c q β m + D = 0 ↔ m = μ D) ∧
      ∀ D, HasDerivAt μ (1 / bufferCapacity c q β (μ D)) D := by
  have hcap := bufferCapacity_pos hβ hc (hpos.imp fun _ h => h.ne')
  -- the compensating dopant charge as a function of the Fermi level
  let f : ℝ → ℝ := fun m => -netCharge c q β m
  have hf : ∀ m, HasDerivAt f (bufferCapacity c q β m) m := fun m =>
    (hasDerivAt_netCharge c q β m).fun_neg.congr_deriv (neg_neg _)
  have hmono : StrictMono f := strictMono_of_deriv_pos fun m => by
    rw [(hf m).deriv]
    exact hcap m
  have hcont : Continuous f := continuous_iff_continuousAt.mpr fun m => (hf m).continuousAt
  have hsurj : Function.Surjective f := by
    intro D
    obtain ⟨a, ha⟩ := exists_le_netCharge hβ hc hpos (-D)
    obtain ⟨b, hb⟩ := exists_le_netCharge (q := fun i => -q i) hβ hc
      (hneg.imp fun _ h => neg_pos.mpr h) D
    rw [netCharge_neg] at hb
    exact mem_range_of_exists_le_of_exists_ge hcont
      ⟨a, show -netCharge c q β a ≤ D by linarith⟩ ⟨-b, hb⟩
  -- its inverse is the Fermi level as a function of the dopant charge
  let e := StrictMono.orderIsoOfSurjective f hmono hsurj
  have he : ∀ D, f (e.symm D) = D := fun D => e.apply_symm_apply D
  refine ⟨fun D => e.symm D, fun D m => ⟨fun h => ?_, fun h => ?_⟩, fun D => ?_⟩
  · apply hmono.injective
    rw [he D]
    change -netCharge c q β m = D
    linarith
  · have h1 : -netCharge c q β (e.symm D) = D := he D
    rw [h]
    linarith
  · rw [one_div]
    exact HasDerivAt.of_local_left_inverse e.symm.continuous.continuousAt
      (hf (e.symm D)) (hcap _).ne' (Filter.Eventually.of_forall he)
```

The hypotheses `hpos` and `hneg` supply a defect of each sign. In the conclusion `μ` is a function of D, and `m` is a trial Fermi level. The equivalence `↔` says that μ(D) solves Q(m) + D = 0 and that nothing else does.

Let f(m) = −Q(m). Since f′ = B > 0, f is continuous and strictly increasing. The bound for positive defects gives a point a with f(a) ≤ D, and the reversed one gives a point −b with f(−b) ≥ D. By the intermediate value theorem f takes the value D, and only once.

The inverse μ(D), `e.symm` in the proof, is continuous. For δ ≠ 0 put h = μ(D+δ) − μ(D), which is non-zero and tends to 0 with δ. Then

h/δ = h/[f(μ(D)+h) − f(μ(D))] → 1/B(μ(D)).

A large capacity therefore means a small shift per added dopant. In defect calculations within this dilute model, a neutrality solver has a single Fermi level to find, and 1/B is its sensitivity to doping.

```lean
/-- Conversely, for positive prefactors, if every dopant charge can be compensated at some Fermi
level, then defects of both signs are present. -/
theorem both_signs_of_compensation {c q : ι → ℝ} {β : ℝ} (hc : ∀ i, 0 < c i)
    (h : ∀ D, ∃ m, netCharge c q β m + D = 0) : (∃ i, 0 < q i) ∧ ∃ i, q i < 0 := by
  have hC : ∀ i m, 0 ≤ conc c q β i m := fun i m => (mul_pos (hc i) (Real.exp_pos _)).le
  constructor
  · by_contra hn
    push Not at hn
    obtain ⟨m, hm⟩ := h (-1)
    have : netCharge c q β m ≤ 0 :=
      Finset.sum_nonpos fun i _ => mul_nonpos_of_nonpos_of_nonneg (hn i) (hC i m)
    linarith
  · by_contra hn
    push Not at hn
    obtain ⟨m, hm⟩ := h 1
    have : 0 ≤ netCharge c q β m :=
      Finset.sum_nonneg fun i _ => mul_nonneg (hn i) (hC i m)
    linarith
```

Both signs are also necessary if every dopant charge is to be compensated. Without positive defects Q ≤ 0, and D = −1 cannot be compensated; without negative ones Q ≥ 0, and D = 1 cannot.

```lean
/-- For two defects of charges `1` and `-1` with equal prefactor `c > 0`, and `β > 0`, the neutral
Fermi level at dopant charge `D` is `arsinh (D / (2c)) / β`. -/
theorem symmetric_pair {c β : ℝ} (hc : 0 < c) (hβ : 0 < β) (D m : ℝ) :
    netCharge ![c, c] ![1, -1] β m + D = 0 ↔ m = Real.arsinh (D / (2 * c)) / β := by
  have hN : netCharge ![c, c] ![1, -1] β m = -(2 * c * Real.sinh (β * m)) := by
    simp [netCharge, conc, Fin.sum_univ_two, Real.sinh_eq]
    ring
  rw [hN, eq_div_iff hβ.ne', mul_comm m β]
  constructor
  · intro h
    have h1 : D / (2 * c) = Real.sinh (β * m) := by
      rw [div_eq_iff (by positivity)]
      linarith
    rw [h1, Real.arsinh_sinh]
  · intro h
    rw [h, Real.sinh_arsinh, mul_div_cancel₀ _ (by positivity)]
    ring

end

end FermiLevelBuffering
```

Two defects are the fewest that supply both signs. The lists `![c, c]` and `![1, -1]` give their prefactors and charges, so

Q(m) = c exp(−βm) − c exp(βm) = −2c sinh(βm).

Neutrality requires sinh(βm) = D/(2c), hence m = arsinh(D/(2c))/β. Inserting this root in the slope formula gives

dμ/dD = 1/(β √(D² + 4c²)).

The slope is 1/(2βc) in the undoped crystal and approaches 1/(β|D|) when |D| is much larger than 2c.

```lean
#print axioms FermiLevelBuffering.fermi_level_buffering
-- 'FermiLevelBuffering.fermi_level_buffering' depends on axioms: [propext, Classical.choice, Quot.sound]
#print axioms FermiLevelBuffering.both_signs_of_compensation
-- 'FermiLevelBuffering.both_signs_of_compensation' depends on axioms: [propext, Classical.choice, Quot.sound]
#print axioms FermiLevelBuffering.symmetric_pair
-- 'FermiLevelBuffering.symmetric_pair' depends on axioms: [propext, Classical.choice, Quot.sound]
```
